# The top eigenvalue of the truncated strong-coupling Einstein Eliashberg matrix: monotone in the cutoff and, from size two on, positive for $0 < T \le 0.179\,\omega\sqrt{\lambda}$

For Matsubara indices $m, n = 0, 1, 2, \dots$ and a real number $x$, let

$$K_{mn}(x) = (1-\delta_{mn})\frac{x}{(m-n)^2} + \frac{x}{(m+n+1)^2} - \delta_{mn}\Big(2m+1+2x\sum_{l=1}^{m}\frac{1}{l^2}\Big),$$

with the first term read as zero for $m=n$, and let $\mu_N(x)$ be the largest eigenvalue of the block $0 \le m,n \le N-1$. Then $\mu_M(x) \le \mu_N(x)$ for $1 \le M \le N$ and every $x$. For $x \ge 0$, $\mu_2(x) > 0$ exactly when $497x^2+160x > 432$. For $N \ge 2$ and $x \ge 0.79$, $\mu_N(x) > 0$. With $x = \lambda\omega^2/(2\pi T)^2$, where $\lambda \ge 0$ is the electron–phonon coupling, $\omega$ the phonon frequency and $T$ the temperature ($\hbar = k_B = 1$), positivity holds whenever $N \ge 2$ and $0 < T \le 0.179\,\omega\sqrt{\lambda}$.

## Where the matrix comes from

One Einstein mode gives the pairing strength $g(l) = \lambda\omega^2/(\omega^2 + (2\pi T l)^2)$ between the fermionic frequencies $\pi T(2m+1)$ and $\pi T(2n+1)$, with $l = m-n$. Take the isotropic linearised gap equation without Coulomb repulsion, with renormalisation factor $Z_m$ and a gap $\Delta_m$ even in frequency. Folding the negative frequencies onto the positive ones gives

$$Z_m\Delta_m = \sum_{n\ge0}\big[g(m-n)+g(m+n+1)\big]\frac{\Delta_n}{2n+1},\qquad (2m+1)Z_m = 2m+1+g(0)+2\sum_{l=1}^m g(l).$$

In the unknowns $u_n = \Delta_n/(2n+1)$ this is a homogeneous symmetric linear system, in which $g(0)$ cancels on the diagonal. For $2\pi T \gg \omega$ the remaining $g(l)$ tend to $x/l^2$, and the system becomes $\sum_n K_{mn}u_n = 0$. In this single-mode, isotropic, strong-coupling model the pairing instability sits where the top eigenvalue passes through zero, so the result says that no truncation with $N\ge2$ has that crossing at or below $0.179\,\omega\sqrt\lambda$. The Lean file starts from $K$ as a definition: the reduction above, a definition of $T_c$ and the limit $N\to\infty$ are not part of it.

## Definitions

```lean
import Mathlib

open Matrix

namespace EliashbergStrongCoupling

noncomputable section
```

Three notations are used throughout: `A *ᵥ v` is $Av$, `u ⬝ᵥ w` is $u\cdot w = \sum_i u_i w_i$, and `Aᵀ` is the transpose.

```lean
/-- The real eigenvalues of a real square matrix. -/
def eigenvalueSet {n : Type*} [Fintype n] (A : Matrix n n ℝ) : Set ℝ :=
  {μ | ∃ v : n → ℝ, v ≠ 0 ∧ A *ᵥ v = μ • v}
```

A vector is a function `v : n → ℝ` from a finite index set `n` to the reals, and `μ • v` is $\mu v$. The set is $\{\mu\in\mathbb R : Av = \mu v \text{ for some real } v \ne 0\}$.

```lean
/-- The top eigenvalue of a real square matrix: the supremum of its real eigenvalues. -/
def topEig {n : Type*} [Fintype n] (A : Matrix n n ℝ) : ℝ := sSup (eigenvalueSet A)
```

`sSup` is the least upper bound, so `topEig A` is defined for any real square matrix. Lean assigns the empty set the supremum $0$, which is why truncations start at size one: the $0\times0$ block would have "top eigenvalue" $0$, above $\mu_1(0) = -1$.

```lean
/-- The strong-coupling Einstein-phonon Eliashberg kernel between Matsubara indices `m`, `n`:
`x/(m-n)²` for `m ≠ n`, plus `x/(m+n+1)²`, minus `δ_mn (2m+1+2x ∑_{l=1..m} 1/l²)`. -/
def kernel (x : ℝ) (m n : ℕ) : ℝ :=
  (if m = n then 0 else x / ((m : ℝ) - n) ^ 2) + x / ((m : ℝ) + n + 1) ^ 2
    - (if m = n then 2 * (m : ℝ) + 1 + 2 * x * ∑ l ∈ Finset.Icc 1 m, 1 / (l : ℝ) ^ 2 else 0)
```

This is $K_{mn}(x)$ term by term. `(m : ℝ)` converts the natural number to a real before subtracting, and `Finset.Icc 1 m` is $\{1,\dots,m\}$, empty for $m=0$. The diagonal entry depends on $m$ and $x$ and not on any cutoff.

```lean
/-- The Eliashberg matrix truncated to the Matsubara indices `0, …, N-1`. -/
def K (N : ℕ) (x : ℝ) : Matrix (Fin N) (Fin N) ℝ :=
  Matrix.of fun m n => kernel x m n
```

`Fin N` is $\{0,\dots,N-1\}$, so `topEig (K N x)` is $\mu_N(x)$. Since the entries do not know $N$, each truncation is the upper-left block of every larger one.

```lean
/-- The dimensionless parameter `x = λ ω² / (2πT)²`. -/
def coupling (lam w T : ℝ) : ℝ := lam * w ^ 2 / (2 * Real.pi * T) ^ 2
```

Here `lam`, `w` and `T` are $\lambda$, $\omega$ and $T$, three real numbers in a common energy unit for $\omega$ and $T$.

## The Rayleigh bound

```lean
/-- A nonzero real vector has positive squared length. -/
theorem dot_self_pos {n : Type*} [Fintype n] {v : n → ℝ} (hv : v ≠ 0) : 0 < v ⬝ᵥ v :=
  lt_of_le_of_ne (Finset.sum_nonneg fun i _ => mul_self_nonneg (v i))
    (fun h => hv (dotProduct_self_eq_zero.1 h.symm))
```

If $v\neq0$ then $v\cdot v>0$: a sum of squares is nonnegative, and it vanishes only for $v=0$.

```lean
/-- For a real symmetric matrix of nonzero size, `topEig` is the greatest eigenvalue and it
obeys the Rayleigh bound `v·Av ≤ topEig · v·v` for every vector `v`. -/
theorem topEig_spec {n : Type*} [Fintype n] [DecidableEq n] [Nonempty n]
    {A : Matrix n n ℝ} (hA : A.IsHermitian) :
    IsGreatest (eigenvalueSet A) (topEig A) ∧
      ∀ v : n → ℝ, v ⬝ᵥ A *ᵥ v ≤ topEig A * (v ⬝ᵥ v) := by
  obtain ⟨b, d, hb⟩ : ∃ (b : OrthonormalBasis n ℝ (EuclideanSpace ℝ n)) (d : n → ℝ),
      ∀ i, A *ᵥ (b i).ofLp = d i • (b i).ofLp := ⟨_, _, hA.mulVec_eigenvectorBasis⟩
  obtain ⟨j, hj⟩ := Finite.exists_max d
  have hin : ∀ a c : EuclideanSpace ℝ n, inner ℝ a c = a.ofLp ⬝ᵥ c.ofLp := by
    intro a c
    simp [PiLp.inner_apply, dotProduct, mul_comm]
  -- completeness of the orthonormal eigenbasis
  have par : ∀ u w : n → ℝ, u ⬝ᵥ w = ∑ i, (u ⬝ᵥ (b i).ofLp) * ((b i).ofLp ⬝ᵥ w) := by
    intro u w
    have h := b.sum_inner_mul_inner (WithLp.toLp 2 u) (WithLp.toLp 2 w)
    simp only [hin] at h
    exact h.symm
  have hT : Aᵀ = A := by
    have h := hA.eq
    rwa [conjTranspose_eq_transpose_of_trivial] at h
  have hsym : ∀ i (v : n → ℝ), (b i).ofLp ⬝ᵥ A *ᵥ v = d i * ((b i).ofLp ⬝ᵥ v) := by
    intro i v
    rw [Matrix.dotProduct_mulVec, ← Matrix.mulVec_transpose, hT, hb, smul_dotProduct,
      smul_eq_mul]
  have ray : ∀ v : n → ℝ, v ⬝ᵥ A *ᵥ v ≤ d j * (v ⬝ᵥ v) := by
    intro v
    rw [par v (A *ᵥ v), par v v, Finset.mul_sum]
    refine Finset.sum_le_sum fun i _ => ?_
    rw [hsym, dotProduct_comm v (b i).ofLp]
    nlinarith [mul_nonneg (sub_nonneg.2 (hj i)) (mul_self_nonneg ((b i).ofLp ⬝ᵥ v))]
  have hne : (b j).ofLp ≠ 0 := by
    intro h
    have h1 : inner ℝ (b j) (b j) = (1 : ℝ) := by
      rw [real_inner_self_eq_norm_sq, b.orthonormal.1 j]; norm_num
    rw [hin, h] at h1
    simp at h1
  have hg : IsGreatest (eigenvalueSet A) (d j) := by
    refine ⟨⟨_, hne, hb j⟩, ?_⟩
    rintro μ ⟨v, hv, hμ⟩
    have h := ray v
    rw [hμ, dotProduct_smul, smul_eq_mul] at h
    exact le_of_mul_le_mul_right h (dot_self_pos hv)
  have htop : topEig A = d j := hg.csSup_eq
  rw [htop]
  exact ⟨hg, ray⟩
```

For real entries `A.IsHermitian` means $A^{\mathsf T}=A$, and `Nonempty n` asks for at least one index. The first conclusion, `IsGreatest`, says that the supremum is itself an eigenvalue and bounds all the others. The second is $v\cdot Av \le \mu_{\max}\, v\cdot v$ for every $v$, where $\mu_{\max}$ is `topEig A`.

By hand, take an orthonormal eigenbasis $b_i$ with $Ab_i = d_i b_i$, and let $j$ be an index at which $d_i$ is largest. Completeness gives $u\cdot w = \sum_i (u\cdot b_i)(b_i\cdot w)$, and symmetry gives $b_i\cdot Av = (Ab_i)\cdot v = d_i\, b_i\cdot v$. Hence

$$v\cdot Av = \sum_i d_i\,(b_i\cdot v)^2 \le d_j\sum_i (b_i\cdot v)^2 = d_j\; v\cdot v .$$

If $Av=\mu v$ with $v\ne0$, this reads $\mu\, v\cdot v\le d_j\, v\cdot v$, so $\mu\le d_j$. And $d_j$ is an eigenvalue because $b_j$ has unit length and so is nonzero.

In the code, `par` is completeness, `hsym` the symmetry step and `ray` the displayed inequality, compared term by term using $(d_j-d_i)(b_i\cdot v)^2\ge0$. Then `hne` and `hg` show that $d_j$ is the greatest eigenvalue, and `hg.csSup_eq` identifies the supremum with it.

The device that carries this proof is Mathlib's spectral theorem, used through `hA.mulVec_eigenvectorBasis`. It delivers the basis in `EuclideanSpace ℝ n`, a type with the same components as `n → ℝ` but equipped with the Euclidean norm and inner product; the plain function type carries the maximum norm instead. The maps `WithLp.toLp 2` and `.ofLp` convert in the two directions without changing a component, and `hin` records that the inner product is the dot product. With that translation, the resolution of the identity `b.sum_inner_mul_inner` becomes `par`. The opening `obtain` keeps only the names `b`, `d` and the eigenvalue equation `hb`, so the rest of the proof uses nothing about how the basis was built.

## Monotonicity in the cutoff

```lean
/-- The top eigenvalue of a nonempty principal submatrix of a real symmetric matrix does not
exceed the top eigenvalue of the full matrix. -/
theorem topEig_submatrix_le {m n : Type*} [Fintype m] [Fintype n] [DecidableEq m]
    [DecidableEq n] [Nonempty m] {A : Matrix n n ℝ} (hA : A.IsHermitian)
    {e : m → n} (he : Function.Injective e) :
    topEig (A.submatrix e e) ≤ topEig A := by
  have : Nonempty n := Nonempty.map e inferInstance
  obtain ⟨v, hv, hμ⟩ := (topEig_spec (hA.submatrix e)).1.1
  -- `P` pads a vector with zeros outside the retained indices
  obtain ⟨P, key⟩ : ∃ P : Matrix n m ℝ, ∀ B : Matrix n n ℝ, Pᵀ * B * P = B.submatrix e e := by
    refine ⟨Matrix.of fun i j => if i = e j then 1 else 0, fun B => ?_⟩
    ext i j
    simp [Matrix.mul_apply]
  have hq : ∀ B : Matrix n n ℝ,
      v ⬝ᵥ (B.submatrix e e) *ᵥ v = (P *ᵥ v) ⬝ᵥ B *ᵥ (P *ᵥ v) := by
    intro B
    rw [← key B, ← Matrix.mulVec_mulVec, ← Matrix.mulVec_mulVec, Matrix.dotProduct_mulVec v,
      Matrix.vecMul_transpose]
  have h1 := hq 1
  rw [Matrix.submatrix_one e he, Matrix.one_mulVec, Matrix.one_mulVec] at h1
  have h := (topEig_spec hA).2 (P *ᵥ v)
  rw [← hq A, ← h1, hμ, dotProduct_smul, smul_eq_mul] at h
  exact le_of_mul_le_mul_right h (dot_self_pos hv)
```

An injective map `e : m → n` picks out some of the indices, and `A.submatrix e e` is the principal submatrix $A'$ with entries $A'_{ij} = A_{e(i)e(j)}$. The statement is $\mu_{\max}(A')\le\mu_{\max}(A)$. This is the topmost inequality of Cauchy interlacing; the lower eigenvalues are not treated.

By hand, let $A'v=\mu' v$ with $v \neq 0$ and $\mu' = \mu_{\max}(A')$, and define $P_{ij}=\delta_{i,e(j)}$, so that $Pv$ is $v$ padded with zeros. For any matrix $B$ on the large index set, $P^{\mathsf T}BP$ is its submatrix, so $(Pv)\cdot B(Pv)=v\cdot (P^{\mathsf T}BP)v$. With $B=1$ and $e$ injective this gives $Pv\cdot Pv=v\cdot v$, and with $B=A$ it gives $(Pv)\cdot A(Pv)=\mu'\,v\cdot v$. The Rayleigh bound for $Pv$ is then $\mu'\,v\cdot v\le\mu_{\max}(A)\,v\cdot v$. In Lean, `key` is the identity for $P^{\mathsf T}BP$, `hq` the identity of quadratic forms, `h1` its case $B=1$, and the last line divides by $v\cdot v>0$.

Both hypotheses do work. The non-symmetric matrix $\begin{pmatrix}1&1\\-1&-1\end{pmatrix}$ has only the eigenvalue $0$, while its upper-left $1\times1$ block has eigenvalue $1$. If $e$ sends two indices to the single index of $A=(1)$, then $A'$ is the $2\times2$ matrix of ones, with eigenvalue $2$.

One could instead have defined `topEig` as the supremum of $v\cdot Av/v\cdot v$ over $v\ne0$. The padding argument would then give monotonicity with no spectral theorem and no symmetry, but showing that the number is an eigenvalue of a symmetric matrix would take a further argument, for example the expansion above, or compactness of the unit sphere together with stationarity of the quotient at its maximum. For the non-symmetric example the quadratic form is $v_0^2-v_1^2$ and that supremum is $1$, which is not an eigenvalue.

```lean
/-- The truncated Eliashberg matrix is symmetric. -/
theorem K_isHermitian (N : ℕ) (x : ℝ) : (K N x).IsHermitian := by
  have hs : ∀ m n : ℕ, kernel x n m = kernel x m n := by
    intro m n
    by_cases h : m = n
    · rw [h]
    · have h' : ¬ n = m := fun e => h e.symm
      simp only [kernel, if_neg h, if_neg h']
      rw [show ((n : ℝ) - m) ^ 2 = ((m : ℝ) - n) ^ 2 by ring, add_comm (n : ℝ) (m : ℝ)]
  ext i j
  simp only [conjTranspose_apply, star_trivial, K, of_apply]
  exact hs i j
```

$K_{nm}=K_{mn}$: for $m=n$ there is nothing to show, and for $m\ne n$ one uses $(n-m)^2=(m-n)^2$ and $n+m=m+n$.

```lean
/-- The top eigenvalue of the truncated Eliashberg matrix is nondecreasing in the number of
retained Matsubara indices. -/
theorem topEig_K_mono (x : ℝ) {M N : ℕ} (hM : 1 ≤ M) (h : M ≤ N) :
    topEig (K M x) ≤ topEig (K N x) := by
  have : Nonempty (Fin M) := ⟨⟨0, hM⟩⟩
  have hsub : K M x = (K N x).submatrix (Fin.castLE h) (Fin.castLE h) := by
    ext i j
    rfl
  rw [hsub]
  exact topEig_submatrix_le (K_isHermitian N x) (Fin.castLE_injective h)
```

This is $\mu_M(x)\le\mu_N(x)$ for $1\le M\le N$, with $x$ of either sign. `Fin.castLE h` is the inclusion of $\{0,\dots,M-1\}$ in $\{0,\dots,N-1\}$, and `hsub` says that the small matrix is the corresponding block of the large one, which holds by the definitions alone.

Only symmetry and nesting were used. The same two steps therefore give monotonicity in $N$ for the matrix built from the full $g(l)$ in place of $x/l^2$, and applied to $-K$ they make the lowest eigenvalue nonincreasing in $N$; these variants, like the counter-examples and the rounded decimals in this text, are argued on paper and are not theorems of the file.

## The $2\times2$ threshold

```lean
/-- The explicit entries of the 2 × 2 truncation. -/
theorem K_two (x : ℝ) : K 2 x = !![x - 1, 5 * x / 4; 5 * x / 4, -3 - 17 * x / 9] := by
  ext i j
  fin_cases i <;> fin_cases j <;> simp [K, kernel] <;> ring
```

The entries are $K_{00}=x-1$, $K_{01}=K_{10}=x+x/4=5x/4$ and $K_{11}=x/9-3-2x=-3-17x/9$. The notation `!![…; …]` lists the rows, separated by a semicolon.

```lean
/-- For `x ≥ 0` the top eigenvalue of the 2 × 2 truncation is positive exactly when
`497 x² + 160 x > 432`. -/
theorem topEig_K_two_pos_iff {x : ℝ} (hx : 0 ≤ x) :
    0 < topEig (K 2 x) ↔ 432 < 497 * x ^ 2 + 160 * x := by
  obtain ⟨⟨⟨v, hv, hμ⟩, -⟩, ray⟩ := topEig_spec (K_isHermitian 2 x)
  generalize topEig (K 2 x) = μ at hμ ray ⊢
  rw [K_two] at hμ ray
  constructor
  · intro hpos
    have h1 : (x - 1) * v 0 + 5 * x / 4 * v 1 = μ * v 0 := by
      simpa [Matrix.mulVec, dotProduct, Fin.sum_univ_two] using congrFun hμ 0
    have h2 : 5 * x / 4 * v 0 + (-3 - 17 * x / 9) * v 1 = μ * v 1 := by
      simpa [Matrix.mulVec, dotProduct, Fin.sum_univ_two] using congrFun hμ 1
    -- the characteristic equation
    have hp : (μ - (x - 1)) * (μ - (-3 - 17 * x / 9)) - (5 * x / 4) ^ 2 = 0 := by
      by_contra hp
      apply hv
      have a0 : v 0 = 0 := (mul_eq_zero.1 (show _ * v 0 = 0 by
        linear_combination (-(μ - (-3 - 17 * x / 9))) * h1 - (5 * x / 4) * h2)).resolve_left hp
      have a1 : v 1 = 0 := (mul_eq_zero.1 (show _ * v 1 = 0 by
        linear_combination (-(μ - (x - 1))) * h2 - (5 * x / 4) * h1)).resolve_left hp
      ext i
      fin_cases i
      · exact a0
      · exact a1
    nlinarith [mul_pos hpos hpos, mul_nonneg hx hpos.le]
  · intro hq
    -- trial vector with positive quadratic form
    have h := ray ![3 + 17 * x / 9, 5 * x / 4]
    simp only [Matrix.mulVec, dotProduct, Fin.sum_univ_two, of_apply, cons_val', cons_val_zero,
      cons_val_one, cons_val_fin_one] at h
    by_contra hn
    have hn' : 0 ≤ -μ := by linarith [not_lt.1 hn]
    have hd : 0 < 3 + 17 * x / 9 := by positivity
    nlinarith [mul_pos hd (sub_pos.2 hq),
      mul_nonneg hn' (add_nonneg (mul_self_nonneg (3 + 17 * x / 9)) (mul_self_nonneg (5 * x / 4)))]
```

For $x\ge0$, $\mu_2(x)>0$ if and only if $q>0$, where $q=497x^2+160x-432$. Write $c=5x/4$, $D=3+17x/9$ and $\mu=\mu_2(x)$. The determinant of the block is $-(x-1)D-c^2=-q/144$.

Suppose $\mu>0$, with eigenvector $(v_0,v_1) \neq 0$. The two component equations, `h1` and `h2`, are $(x-1)v_0+cv_1=\mu v_0$ and $cv_0-Dv_1=\mu v_1$. Eliminating $v_1$ gives $p\,v_0=0$ and eliminating $v_0$ gives $p\,v_1=0$, with $p=(\mu-x+1)(\mu+D)-c^2$. Each elimination is one `linear_combination`, which checks that the stated multiples of `h1` and `h2` add up to the claimed equation. Since $v\ne0$, $p=0$, which is `hp`. Expanded, it reads

$$\mu^2+\Big(4+\frac{8x}{9}\Big)\mu=\frac{q}{144}.$$

The left side is positive for $\mu>0$ and $x\ge0$, so $q>0$. The hints to `nlinarith` are $\mu^2>0$ and $x\mu\ge0$.

Conversely, suppose $q>0$ and take the trial vector $t=(D,c)$. Then $Kt=\big((x-1)D+c^2,\,0\big)=(q/144,\,0)$, so $t$ is an exact null vector at $q=0$, and $t\cdot Kt=Dq/144$. The Rayleigh bound gives $Dq/144\le\mu\,(D^2+c^2)$. The left side is positive because $D>0$, which rules out $\mu\le0$; the code assumes $-\mu\ge0$ and derives the contradiction from the same two products. For the unit vector $t/\sqrt{D^2+c^2}$ the bound is $\mu\ge Dq/\big(144(D^2+c^2)\big)$. At $x=0.79$ that vector is about $(0.977,\,0.215)$ and the bound is about $0.00675$. The positive root of $q$ lies near $x=0.785$.

## Positivity for all larger truncations

```lean
/-- For `N ≥ 2` and `x ≥ 0.79` the top eigenvalue of the `N × N` truncation is positive. -/
theorem topEig_K_pos {N : ℕ} (hN : 2 ≤ N) {x : ℝ} (hx : 79 / 100 ≤ x) :
    0 < topEig (K N x) := by
  have h2 : 0 < topEig (K 2 x) :=
    (topEig_K_two_pos_iff (by linarith)).2 (by nlinarith)
  exact h2.trans_le (topEig_K_mono x (by norm_num) hN)
```

For $N\ge2$ and $x\ge79/100$, $\mu_N(x)>0$. The polynomial $497x^2+160x$ increases for $x\ge0$ and equals $436.5777$ at $x=0.79$, which exceeds $432$. So $\mu_2(x)>0$, and $\mu_2(x)\le\mu_N(x)$ finishes the proof through `h2.trans_le`. The condition $N\ge2$ is needed: the $1\times1$ block is the number $x-1$, which equals $-0.21$ at $x=0.79$.

```lean
/-- For `λ ≥ 0`, `0 < T ≤ 0.179 ω √λ` and `N ≥ 2`, the top eigenvalue of the `N × N` Eliashberg
matrix at `x = λ ω² / (2πT)²` is positive. -/
theorem topEig_K_pos_of_temperature {N : ℕ} (hN : 2 ≤ N) {lam w T : ℝ} (hlam : 0 ≤ lam)
    (hT : 0 < T) (hTle : T ≤ 179 / 1000 * w * Real.sqrt lam) :
    0 < topEig (K N (coupling lam w T)) := by
  apply topEig_K_pos hN
  have hpi := Real.pi_pos
  have hpi4 : Real.pi ≤ 31416 / 10000 := by
    have h := Real.pi_lt_d4
    norm_num at h ⊢
    linarith
  have hT2 : T ^ 2 ≤ (179 / 1000) ^ 2 * w ^ 2 * lam :=
    calc T ^ 2 ≤ (179 / 1000 * w * Real.sqrt lam) ^ 2 := pow_le_pow_left₀ hT.le hTle 2
      _ = (179 / 1000) ^ 2 * w ^ 2 * lam := by rw [mul_pow, mul_pow, Real.sq_sqrt hlam]
  have h1 : Real.pi ^ 2 * T ^ 2 ≤ (31416 / 10000) ^ 2 * T ^ 2 :=
    mul_le_mul_of_nonneg_right (pow_le_pow_left₀ hpi.le hpi4 2) (sq_nonneg T)
  have hs : 0 ≤ lam * w ^ 2 := mul_nonneg hlam (sq_nonneg w)
  unfold coupling
  rw [le_div_iff₀ (by positivity)]
  nlinarith

end

end EliashbergStrongCoupling
```

The hypotheses are $N\ge2$, $\lambda\ge0$, $T>0$ and $T\le0.179\,\omega\sqrt\lambda$, and the conclusion is $\mu_N\big(\lambda\omega^2/(2\pi T)^2\big)>0$. No sign of $\omega$ is assumed, but the last two hypotheses together force $\omega\sqrt\lambda>0$. The statement concerns the matrix $K$ at every such $T$, including temperatures with $2\pi T\lesssim\omega$, where $x/l^2$ is no longer close to $g(l)$ at small $l$.

It is enough to show $x\ge0.79$, that is $0.79\,(2\pi T)^2\le\lambda\omega^2$, the form into which `le_div_iff₀` rewrites the goal. Squaring the temperature bound, which is allowed because $T>0$, gives $T^2\le0.179^2\,\omega^2\lambda$ (`hT2`). With $\pi\le3.1416$ (`hpi4`, then `h1`),

$$0.79\cdot4\pi^2T^2\le0.79\cdot4\cdot3.1416^2\cdot0.179^2\;\lambda\omega^2\le\lambda\omega^2,$$

because the numerical factor is about $0.9993$ and $\lambda\omega^2\ge0$ (`hs`). The sign of $T$ matters: $T=-10$ with $\lambda=\omega=1$ satisfies the upper bound, yet gives $x\approx2.5\times10^{-4}$, where $q<0$ and so $\mu_2(x)\le0$.

```lean
#print axioms EliashbergStrongCoupling.topEig_K_two_pos_iff
#print axioms EliashbergStrongCoupling.topEig_K_pos_of_temperature
```

```
'EliashbergStrongCoupling.topEig_K_two_pos_iff' depends on axioms: [propext, Classical.choice, Quot.sound]
'EliashbergStrongCoupling.topEig_K_pos_of_temperature' depends on axioms: [propext, Classical.choice, Quot.sound]
```
